# Increasing nonnegative screening constants raises a negative semidefinite LMTO structure matrix

**Q.** Suppose I increase the screening constants of an LMTO basis without knowing what this does to the structure matrix. For one orbital with \(S=1\), the screened value \(S/(1-aS)\) starts at 1 for \(a=0\), diverges at \(a=1\) and has dropped to \(-1\) at \(a=2\). What rules that out?

**A.** Nothing does in general, but a negative semidefinite \(S\) is enough. In the usual LMTO sign convention, \(-S\) holds the coefficients that expand the tail of an orbital on one site about the other sites. Screening mixes orbitals and replaces \(S\) by \(S^a=S(1-aS)^{-1}\), where \(a\) is the matrix of screening constants, usually written \(\alpha\). If \(S\) is negative semidefinite and both \(a\) and \(b-a\) are positive semidefinite, both inverses exist and \(S^b-S^a\) is positive semidefinite.

```lean
import Mathlib

open Matrix
open scoped ComplexOrder

namespace LMTOScreeningMonotone

variable {n : Type*} [Fintype n] [DecidableEq n]
```

**Q.** How is that encoded?

**A.** `n` is a finite set of orbitals, and `screened a S` is \(S^a\). Lean's `⁻¹` returns zero for a singular matrix, so invertibility has to be proved separately.

```lean
/-- The screened structure matrix `S (1 - a S)⁻¹` for the screening matrix `a`, meant for
invertible `1 - a S`. -/
noncomputable def screened (a S : Matrix n n ℂ) : Matrix n n ℂ :=
  S * (1 - a * S)⁻¹
```

**Q.** Then prove it.

**A.** Let \((1-aS)x=0\) and \(y=Sx\), so \(x=ay\). Since \(S\) is Hermitian,
\[ y^\dagger a y=y^\dagger x=x^\dagger Sx . \]
The left side is nonnegative and the right side nonpositive, so both vanish. For positive semidefinite \(a\), \(y^\dagger ay=0\) gives \(ay=0\), hence \(x=0\). A square matrix with trivial kernel is invertible. In Lean, `h4` is the vanishing form and `h5` is \(ay=0\).

```lean
/-- For a positive semidefinite screening matrix `a` and a negative semidefinite structure
matrix `S`, the matrix `1 - a S` is invertible. -/
theorem isUnit_one_sub {a S : Matrix n n ℂ} (ha : a.PosSemidef) (hS : (-S).PosSemidef) :
    IsUnit (1 - a * S) := by
  have hSh : S.IsHermitian := by simpa using hS.isHermitian.neg
  rw [Matrix.isUnit_iff_isUnit_det, isUnit_iff_ne_zero]
  intro hdet
  obtain ⟨x, hx, h0⟩ := Matrix.exists_mulVec_eq_zero_iff.mpr hdet
  rw [Matrix.sub_mulVec, Matrix.one_mulVec, ← Matrix.mulVec_mulVec] at h0
  have hxa : a *ᵥ (S *ᵥ x) = x := (sub_eq_zero.mp h0).symm
  -- the same quadratic form is nonnegative through `a` and nonpositive through `S`
  have h1 := ha.dotProduct_mulVec_nonneg (S *ᵥ x)
  have h2 := hS.dotProduct_mulVec_nonneg x
  have h3 : star (S *ᵥ x) ⬝ᵥ x = star x ⬝ᵥ (S *ᵥ x) := by
    rw [Matrix.star_mulVec, hSh.eq, Matrix.dotProduct_mulVec]
  rw [Matrix.neg_mulVec, dotProduct_neg] at h2
  have h4 : star (S *ᵥ x) ⬝ᵥ (a *ᵥ (S *ᵥ x)) = 0 := by
    apply le_antisymm _ h1
    rw [hxa, h3]
    exact neg_nonneg.mp h2
  have h5 := (ha.dotProduct_mulVec_zero_iff (S *ᵥ x)).mp h4
  exact hx (hxa.symm.trans h5)
```

**Q.** How do you compare two screenings without expanding in powers of \(S\)?

**A.** With two exact Dyson equations. Multiplying the definition by \(1-aS\) on the right gives \(S^a(1-aS)=S\), so
\[ S^a=S+S^a a S . \]

```lean
/-- Dyson equation with the bare structure matrix on the right: `S^a = S + S^a a S` when
`1 - a S` is invertible. -/
theorem dyson_right {a S : Matrix n n ℂ} (h : IsUnit (1 - a * S)) :
    screened a S = S + screened a S * a * S := by
  have hi := Matrix.nonsing_inv_mul _ ((Matrix.isUnit_iff_isUnit_det _).mp h)
  have h1 : screened a S * (1 - a * S) = S := by
    rw [screened, mul_assoc, hi, mul_one]
  linear_combination (norm := noncomm_ring) h1
```

Multiplying \((1-aS)(1-aS)^{-1}=1\) by \(S\) on the left gives
\[ S^a=S+S a S^a . \]

```lean
/-- Dyson equation with the bare structure matrix on the left: `S^a = S + S a S^a` when
`1 - a S` is invertible. -/
theorem dyson_left {a S : Matrix n n ℂ} (h : IsUnit (1 - a * S)) :
    screened a S = S + S * a * screened a S := by
  have hi := Matrix.mul_nonsing_inv _ ((Matrix.isUnit_iff_isUnit_det _).mp h)
  unfold screened
  linear_combination (norm := noncomm_ring) S * hi
```

Write \(A=S^a\), \(B=S^b\) and \(d=b-a\). Insert \(B=S+SbB\) into \(AaB\), then use \(AaS=A-S\) and \(SbB=B-S\):
\[ AaB=(A-S)+(A-S)bB=A-B+AbB . \]
Therefore \(B-A=AdB\). Lean's `linear_combination` with `noncomm_ring` checks the same elimination, keeping the order of the factors.

```lean
/-- Rescreening identity: `S^b - S^a = S^a (b - a) S^b` when `1 - a S` and `1 - b S` are
invertible. -/
theorem screened_sub {a b S : Matrix n n ℂ} (h : IsUnit (1 - a * S))
    (h' : IsUnit (1 - b * S)) :
    screened b S - screened a S = screened a S * (b - a) * screened b S := by
  have hA := dyson_right h
  have hB := dyson_left h'
  set A := screened a S
  set B := screened b S
  linear_combination (norm := noncomm_ring) A * a * hB - hA * (b * B) + hB - hA
```

**Q.** Can different screenings give the same matrix?

**A.** Yes, exactly when \(SdS=0\), provided both inverses exist. The Dyson equations give
\[ SdS=(1-Sa)\,AdB\,(1-bS),\qquad AdB=(1+Aa)\,SdS\,(1+bB), \]
so each of \(SdS\) and \(B-A=AdB\) vanishes with the other.

```lean
/-- When `1 - a S` and `1 - b S` are invertible, the screenings `a` and `b` give the same
structure matrix exactly when `S (b - a) S = 0`. -/
theorem screened_eq_iff {a b S : Matrix n n ℂ} (h : IsUnit (1 - a * S))
    (h' : IsUnit (1 - b * S)) :
    screened b S = screened a S ↔ S * (b - a) * S = 0 := by
  have hd := screened_sub h h'
  have hA := dyson_right h
  have hA' := dyson_left h
  have hB := dyson_left h'
  have hB' := dyson_right h'
  set A := screened a S
  set B := screened b S
  constructor
  · intro hBA
    -- strip the screening factors from both sides of the difference
    have e1 : (1 - S * a) * A = S := by linear_combination (norm := noncomm_ring) hA'
    have e2 : B * (1 - b * S) = S := by linear_combination (norm := noncomm_ring) hB'
    calc S * (b - a) * S = ((1 - S * a) * A) * (b - a) * (B * (1 - b * S)) := by rw [e1, e2]
      _ = (1 - S * a) * (A * (b - a) * B) * (1 - b * S) := by noncomm_ring
      _ = 0 := by rw [← hd, sub_eq_zero.mpr hBA, mul_zero, zero_mul]
  · intro h0
    have e1 : (1 + A * a) * S = A := by linear_combination (norm := noncomm_ring) -hA
    have e2 : S * (1 + b * B) = B := by linear_combination (norm := noncomm_ring) -hB
    apply sub_eq_zero.mp
    calc B - A = A * (b - a) * B := hd
      _ = ((1 + A * a) * S) * (b - a) * (S * (1 + b * B)) := by rw [e1, e2]
      _ = (1 + A * a) * (S * (b - a) * S) * (1 + b * B) := by noncomm_ring
      _ = 0 := by rw [h0, mul_zero, zero_mul]
```

**Q.** \(AdB\) is not visibly positive, or even Hermitian.

**A.** Hermiticity first. The adjoint of \(A=S+AaS\) is \(A^\dagger=S+SaA^\dagger\). The elimination above, with \(b=a\) and \(A^\dagger\) in place of \(B\), gives \(A^\dagger-A=0\).

```lean
/-- With a Hermitian screening matrix `a`, a Hermitian `S` and `1 - a S` invertible, the
screened structure matrix is Hermitian. -/
theorem screened_isHermitian {a S : Matrix n n ℂ} (ha : a.IsHermitian) (hS : S.IsHermitian)
    (h : IsUnit (1 - a * S)) : (screened a S).IsHermitian := by
  have hA := dyson_right h
  have hH := congrArg conjTranspose hA
  simp only [conjTranspose_add, conjTranspose_mul, hS.eq, ha.eq] at hH
  change (screened a S)ᴴ = screened a S
  set A := screened a S
  linear_combination (norm := noncomm_ring) A * a * hH - hA * (a * Aᴴ) + hH - hA
```

Next, \(A=(1+Aa)S\) implies \((1+Aa)S(1+aA)=A+AaA\), so
\[ -A=(1+Aa)(-S)(1+aA)+AaA\ge0 . \]
Exchanging \(a\) and \(b\) in the rescreening identity gives \(B-A=BdA\). Substituting \(A=B-AdB\),
\[ B-A=BdB+(dB)^\dagger(-A)(dB)\ge0 . \]
Every term has the form \(M^\dagger PM\) with \(P\ge0\). The two `key` equations are these decompositions, and `conjTranspose_mul_mul_same` supplies the positivity of each term. "Stronger screening" in the docstring means that \(b-a\) is positive semidefinite; it does not promise orbitals of shorter range.

```lean
/-- Stronger screening raises the structure matrix: for negative semidefinite `S` and screening
matrices with `a` and `b - a` positive semidefinite, `1 - a S` and `1 - b S` are invertible and
`S^b - S^a` is positive semidefinite. -/
theorem screened_monotone {a b S : Matrix n n ℂ} (ha : a.PosSemidef)
    (hab : (b - a).PosSemidef) (hS : (-S).PosSemidef) :
    IsUnit (1 - a * S) ∧ IsUnit (1 - b * S) ∧
      (screened b S - screened a S).PosSemidef := by
  have hb : b.PosSemidef := by simpa using ha.add hab
  have hSh : S.IsHermitian := by simpa using hS.isHermitian.neg
  have ua := isUnit_one_sub ha hS
  have ub := isUnit_one_sub hb hS
  refine ⟨ua, ub, ?_⟩
  have hAh := screened_isHermitian ha.isHermitian hSh ua
  have hBh := screened_isHermitian hb.isHermitian hSh ub
  have hA := dyson_right ua
  have h1 := screened_sub ua ub
  have h2 := screened_sub ub ua
  set A := screened a S
  set B := screened b S
  -- `-A` is a sum of two congruences of positive semidefinite matrices
  have hneg : (-A).PosSemidef := by
    have t1 := hS.conjTranspose_mul_mul_same (1 + a * A)
    have t2 := ha.conjTranspose_mul_mul_same A
    rw [conjTranspose_add, conjTranspose_one, conjTranspose_mul, hAh.eq,
      ha.isHermitian.eq] at t1
    rw [hAh.eq] at t2
    have key : -A = (1 + A * a) * (-S) * (1 + a * A) + A * a * A := by
      linear_combination (norm := noncomm_ring) -(hA * (1 + a * A))
    rw [key]
    exact t1.add t2
  -- iterating the rescreening identity writes the difference in the same way
  have t1 := hab.conjTranspose_mul_mul_same B
  have t2 := hneg.conjTranspose_mul_mul_same ((b - a) * B)
  rw [hBh.eq] at t1
  rw [conjTranspose_mul, hBh.eq, hab.isHermitian.eq] at t2
  have key : B - A = B * (b - a) * B + B * (b - a) * (-A) * ((b - a) * B) := by
    linear_combination (norm := noncomm_ring) -(B * (b - a) * h1) - h2
  rw [key]
  exact t1.add t2
```

**Q.** My screening constants are real numbers, one per orbital.

**A.** That is the diagonal case: `a i` and `b i` are real, with `0 ≤ a i` and `a i ≤ b i`.

```lean
/-- Orbital-wise screening: for negative semidefinite `S` and real screening constants
`0 ≤ a i ≤ b i` on the diagonal, both `1 - a S` and `1 - b S` are invertible and `S^b - S^a` is
positive semidefinite. -/
theorem screened_monotone_diagonal {a b : n → ℝ} {S : Matrix n n ℂ} (ha : ∀ i, 0 ≤ a i)
    (hab : ∀ i, a i ≤ b i) (hS : (-S).PosSemidef) :
    IsUnit (1 - diagonal (fun i => (a i : ℂ)) * S) ∧
      IsUnit (1 - diagonal (fun i => (b i : ℂ)) * S) ∧
      (screened (diagonal fun i => (b i : ℂ)) S -
        screened (diagonal fun i => (a i : ℂ)) S).PosSemidef := by
  apply screened_monotone _ _ hS
  · exact Matrix.PosSemidef.diagonal fun i => Complex.zero_le_real.mpr (ha i)
  · rw [Matrix.diagonal_sub]
    refine Matrix.PosSemidef.diagonal fun i => ?_
    exact sub_nonneg.mpr (Complex.real_le_real.mpr (hab i))
```

**Q.** And my example with \(S=1\)?

**A.** It is the last theorem, for any number of orbitals: going from \(a=0\) to \(a=2\) changes \(S^a\) by \(-2\) times the unit matrix. With at least one orbital this is a decrease, so invertibility at both screenings does not by itself give the ordering.

```lean
/-- For the positive structure matrix `S = 1`, raising the screening from `0` to `2` changes the
structure matrix by `-2`. -/
theorem screened_lowered_of_positive :
    screened (2 : Matrix n n ℂ) 1 - screened 0 1 = -2 := by
  have h2 : (1 - (2 : Matrix n n ℂ) * 1)⁻¹ = -1 :=
    Matrix.inv_eq_right_inv (by noncomm_ring)
  have h0 : (1 - (0 : Matrix n n ℂ) * 1)⁻¹ = 1 :=
    Matrix.inv_eq_right_inv (by noncomm_ring)
  have e : (2 : Matrix n n ℂ) = 1 + 1 := one_add_one_eq_two.symm
  rw [screened, screened, h2, h0, e, one_mul, mul_one]
  abel

end LMTOScreeningMonotone
```

```lean
#print axioms LMTOScreeningMonotone.screened_eq_iff
#print axioms LMTOScreeningMonotone.screened_monotone
#print axioms LMTOScreeningMonotone.screened_monotone_diagonal
#print axioms LMTOScreeningMonotone.screened_lowered_of_positive
```

```
'LMTOScreeningMonotone.screened_eq_iff' depends on axioms: [propext, Classical.choice, Quot.sound]
'LMTOScreeningMonotone.screened_monotone' depends on axioms: [propext, Classical.choice, Quot.sound]
'LMTOScreeningMonotone.screened_monotone_diagonal' depends on axioms: [propext, Classical.choice, Quot.sound]
'LMTOScreeningMonotone.screened_lowered_of_positive' depends on axioms: [propext, Classical.choice, Quot.sound]
```

**Q.** Is a real structure matrix negative semidefinite?

**A.** That is the step you must supply, since `(-S).PosSemidef` is assumed. With the usual zero on-site elements, the bare \(S\) of a finite cluster is traceless, and the hypothesis would force \(S=0\). In a Bloch matrix at fixed \(\mathbf k\), the standard zero-energy structure constants still make the diagonal block of each site and each complete shell \(l>0\) traceless, so the hypothesis forces every element involving p, d or higher orbitals to vanish. This excludes the usual spd basis except where those elements happen to be zero. An s-only Bloch matrix can have a nonzero trace, and whether it is negative semidefinite has to be checked at each \(\mathbf k\). It cannot be so everywhere: with zero on-site elements its trace averages to zero over the Brillouin zone, while near \(\mathbf k=0\) the trace is negative.

**Q.** What does the result then tell me about an electronic-structure calculation?

**A.** At a \(\mathbf k\) where an s-only Bloch matrix passes the check, increasing the screening constants from nonnegative values never lowers \(x^\dagger S^a x\) for a fixed vector \(x\). Individual matrix elements off the diagonal may move either way. No shift of the band energies follows: the potential functions are transformed together with \(S\), and in the exact secular equation of the atomic-sphere approximation the band energies do not depend on the screening.
